# A continuous potential with ∫₀^∞ x|V| dx ≤ ħ²/2m gives no trial state negative energy at a hard wall

A particle of mass m moves on x > 0 with a hard wall at x = 0, in a real potential V continuous on [0, ∞). Write κ = ħ²/2m. Both κ and ∫ x|V| dx have units of energy times length squared, and the question is whether a well with a small value of this integral can bind. Below, `Ici 0` is [0, ∞) and `Ioi 0` is (0, ∞).

```lean
import Mathlib

open MeasureTheory Set

namespace HalfLineBargmann

noncomputable section
```

A trial state ψ is real, C¹ and compactly supported, with ψ(0) = 0. It is defined on all of ℝ, but only its half-line values enter the integrals.

```lean
/-- A trial state on the half-line with a hard wall at the origin: a real, continuously
differentiable, compactly supported function that vanishes at the wall. -/
structure IsTrial (ψ : ℝ → ℝ) : Prop where
  smooth : ContDiff ℝ 1 ψ
  compact : HasCompactSupport ψ
  wall : ψ 0 = 0
```

Write K for the integral of ψ'², without the factor κ:

K = ∫₀^∞ ψ'² dx.

```lean
/-- The integral of `ψ'²` over the half-line. -/
def gradSq (ψ : ℝ → ℝ) : ℝ := ∫ x in Ioi (0 : ℝ), (deriv ψ x) ^ 2
```

The energy functional is

E[ψ] = ∫₀^∞ (κψ'² + Vψ²) dx.

States are not normalised. For a trial state that is not identically zero on the half-line, the mean energy is E[ψ] / ∫₀^∞ ψ² dx, which has the same sign as E[ψ].

```lean
/-- The energy functional `∫ (κ ψ'² + V ψ²)` on the half-line, where `κ` stands for `ħ²/2m`. -/
def energy (κ : ℝ) (V ψ : ℝ → ℝ) : ℝ :=
  ∫ x in Ioi (0 : ℝ), (κ * (deriv ψ x) ^ 2 + V x * ψ x ^ 2)
```

The attractive part V⁻ = max(−V, 0) is nonnegative, and positive where V is negative.

```lean
/-- The attractive part of a potential, `max (-V) 0`. -/
def attractive (V : ℝ → ℝ) (x : ℝ) : ℝ := max (-V x) 0
```

## Splitting the energy

Since ψ' is continuous with compact support, ψ'² is integrable.

```lean
/-- The square of the derivative of a trial state is integrable on the half-line. -/
theorem integrable_gradSq {ψ : ℝ → ℝ} (hψ : IsTrial ψ) :
    IntegrableOn (fun x => (deriv ψ x) ^ 2) (Ioi 0) := by
  have hd : Continuous (deriv ψ) := hψ.smooth.continuous_deriv le_rfl
  have hc : HasCompactSupport (fun x => (deriv ψ x) ^ 2) :=
    hψ.compact.deriv.comp_left (g := fun y : ℝ => y ^ 2) (by norm_num)
  exact ((hd.pow 2).integrable_of_hasCompactSupport hc).integrableOn
```

The same argument applies to Vψ² once V is continued to x < 0 by the constant V(0). This changes nothing on the half-line.

```lean
/-- For a potential continuous on `[0, ∞)`, the potential energy density of a trial state is
integrable on the half-line. -/
theorem integrable_potential {V ψ : ℝ → ℝ} (hV : ContinuousOn V (Ici 0)) (hψ : IsTrial ψ) :
    IntegrableOn (fun x => V x * ψ x ^ 2) (Ioi 0) := by
  -- continue the potential to the left of the wall by its value at the wall
  have hW : Continuous (fun x : ℝ => V (max x 0)) :=
    hV.comp_continuous (continuous_id.max continuous_const) (fun x => le_max_right x 0)
  have hs : HasCompactSupport (fun x => ψ x ^ 2) :=
    hψ.compact.comp_left (g := fun y : ℝ => y ^ 2) (by norm_num)
  have hc : HasCompactSupport (fun x => V (max x 0) * ψ x ^ 2) := hs.mul_left
  have hint : Integrable (fun x => V (max x 0) * ψ x ^ 2) volume :=
    (hW.mul (hψ.smooth.continuous.pow 2)).integrable_of_hasCompactSupport hc
  have hi : IntegrableOn (fun x => V (max x 0) * ψ x ^ 2) (Ioi 0) volume :=
    hint.integrableOn
  refine hi.congr_fun (fun x hx => ?_) measurableSet_Ioi
  have hx' : max x 0 = x := max_eq_left (le_of_lt hx)
  simp only [hx']
```

Linearity of the integral then gives

E[ψ] = κK + ∫₀^∞ Vψ² dx.

```lean
/-- For a potential continuous on `[0, ∞)`, the energy of a trial state is the sum of its
kinetic and potential parts. -/
theorem energy_eq {V ψ : ℝ → ℝ} (κ : ℝ) (hV : ContinuousOn V (Ici 0)) (hψ : IsTrial ψ) :
    energy κ V ψ = κ * gradSq ψ + ∫ x in Ioi (0 : ℝ), V x * ψ x ^ 2 := by
  unfold energy gradSq
  rw [integral_add ((integrable_gradSq hψ).const_mul κ) (integrable_potential hV hψ),
    integral_const_mul]
```

## Amplitude costs kinetic energy

Fix x > 0 and let J = ∫₀ˣ ψ'(t)² dt. Because ψ(0) = 0, ∫₀ˣ ψ'(t) dt = ψ(x). Expanding a square,

0 ≤ ∫₀ˣ (xψ'(t) − ψ(x))² dt
 = x²J − 2xψ(x)² + xψ(x)²
 = x(xJ − ψ(x)²).

Dividing by x and using J ≤ K gives ψ(x)² ≤ xK. In the code, `hftc` is the integral of ψ', `hJ` is J ≤ K, and `h0` is the nonnegative square, expanded by `he`.

```lean
/-- A trial state can only grow away from the wall at the cost of kinetic energy:
`ψ(x)² ≤ x ∫ ψ'²` for every `x > 0`. -/
theorem sq_le_mul_gradSq {ψ : ℝ → ℝ} (hψ : IsTrial ψ) {x : ℝ} (hx : 0 < x) :
    ψ x ^ 2 ≤ x * gradSq ψ := by
  have hd : Continuous (deriv ψ) := hψ.smooth.continuous_deriv le_rfl
  have hftc : ∫ t in (0 : ℝ)..x, deriv ψ t = ψ x := by
    rw [intervalIntegral.integral_deriv_eq_sub
      (fun t _ => (hψ.smooth.differentiable (by simp)) t) (hd.intervalIntegrable _ _),
      hψ.wall, sub_zero]
  have hJ : ∫ t in (0 : ℝ)..x, (deriv ψ t) ^ 2 ≤ gradSq ψ := by
    rw [intervalIntegral.integral_of_le hx.le]
    exact setIntegral_mono_set (integrable_gradSq hψ) (ae_of_all _ fun t => sq_nonneg _)
      (Ioc_subset_Ioi_self.eventuallyLE)
  -- compare the state with the straight line through the wall and the point x
  have h0 : 0 ≤ ∫ t in (0 : ℝ)..x, (x * deriv ψ t - ψ x) ^ 2 :=
    intervalIntegral.integral_nonneg hx.le (fun t _ => sq_nonneg _)
  have he : ∀ t, (x * deriv ψ t - ψ x) ^ 2
      = x ^ 2 * (deriv ψ t) ^ 2 - (2 * x * ψ x) * deriv ψ t + ψ x ^ 2 := by
    intro t
    ring
  have i1 : IntervalIntegrable (fun t => x ^ 2 * (deriv ψ t) ^ 2) volume 0 x :=
    (continuous_const.mul (hd.pow 2)).intervalIntegrable _ _
  have i2 : IntervalIntegrable (fun t => (2 * x * ψ x) * deriv ψ t) volume 0 x :=
    (continuous_const.mul hd).intervalIntegrable _ _
  have i3 : IntervalIntegrable (fun _ : ℝ => ψ x ^ 2) volume 0 x :=
    continuous_const.intervalIntegrable _ _
  simp only [he] at h0
  rw [intervalIntegral.integral_add (i1.sub i2) i3, intervalIntegral.integral_sub i1 i2,
    intervalIntegral.integral_const_mul, intervalIntegral.integral_const_mul,
    intervalIntegral.integral_const, hftc, smul_eq_mul, sub_zero] at h0
  have h1 : 0 ≤ x * (x * (∫ t in (0 : ℝ)..x, (deriv ψ t) ^ 2) - ψ x ^ 2) := by
    linarith
  have h2 := nonneg_of_mul_nonneg_right h1 hx
  have h3 := mul_le_mul_of_nonneg_left hJ hx.le
  linarith
```

## The lower bound

At each x > 0,

Vψ² ≥ −V⁻ψ² ≥ −K x V⁻.

Let A = ∫₀^∞ x V⁻ dx, assumed finite. Integrating and adding κK,

E[ψ] ≥ (κ − A)K.

The `nlinarith` call combines the two pointwise inequalities.

```lean
/-- If `V` is continuous on `[0, ∞)` and `x V⁻` is integrable, with `V⁻` the attractive part,
then the energy of a trial state is at least `(κ - ∫ x V⁻) ∫ ψ'²`. -/
theorem energy_lower_bound {V ψ : ℝ → ℝ} (κ : ℝ) (hV : ContinuousOn V (Ici 0))
    (hI : IntegrableOn (fun x => x * attractive V x) (Ioi 0)) (hψ : IsTrial ψ) :
    (κ - ∫ x in Ioi (0 : ℝ), x * attractive V x) * gradSq ψ ≤ energy κ V ψ := by
  have h : ∫ x in Ioi (0 : ℝ), (-gradSq ψ) * (x * attractive V x)
      ≤ ∫ x in Ioi (0 : ℝ), V x * ψ x ^ 2 := by
    refine setIntegral_mono_on (hI.const_mul _) (integrable_potential hV hψ)
      measurableSet_Ioi (fun x hx => ?_)
    have h1 := sq_le_mul_gradSq hψ hx
    have hm : 0 ≤ attractive V x := le_max_right _ _
    have hv : -V x ≤ attractive V x := le_max_left _ _
    nlinarith [mul_le_mul_of_nonneg_left h1 hm,
      mul_le_mul_of_nonneg_right hv (sq_nonneg (ψ x))]
  rw [integral_const_mul] at h
  rw [energy_eq κ hV hψ]
  linarith
```

For example, take κ = 1 and V = −½e^(−x), so that A = ½ and E[ψ] ≥ K/2. Let ψ = x(1 − x)² on [0, 1] and zero beyond, continued to x < 0 as a C¹ function of compact support. Then ψ' = (1 − x)(1 − 3x), K = 2/15 and ∫₀^∞ ψ² dx = 1/105. Hence E[ψ] ≥ 1/15, and the mean energy is at least 7.

## Weak wells

Since V⁻ ≤ |V|, the condition ∫ x|V| dx ≤ κ gives A ≤ κ, and with K ≥ 0 it follows that E[ψ] ≥ 0. Integrability of x|V| is a separate hypothesis, `hI`, because Lean assigns the value 0 to a divergent integral. In the proof, `hA` obtains integrability of xV⁻ by comparison with x|V|, and `hAB` compares the integrals.

```lean
/-- Bargmann-type criterion: if `V` is continuous on `[0, ∞)` and `x |V|` is integrable with
integral at most `κ`, then no trial state has negative energy. -/
theorem weak_well_does_not_bind {V ψ : ℝ → ℝ} {κ : ℝ} (hV : ContinuousOn V (Ici 0))
    (hI : IntegrableOn (fun x => x * |V x|) (Ioi 0))
    (hB : ∫ x in Ioi (0 : ℝ), x * |V x| ≤ κ) (hψ : IsTrial ψ) :
    0 ≤ energy κ V ψ := by
  have hle : ∀ x, attractive V x ≤ |V x| := fun x => max_le (neg_le_abs _) (abs_nonneg _)
  have hc : ContinuousOn (attractive V) (Ioi 0) :=
    (continuous_neg.max continuous_const).comp_continuousOn (hV.mono Ioi_subset_Ici_self)
  have hA : IntegrableOn (fun x => x * attractive V x) (Ioi 0) := by
    refine Integrable.mono' hI
      ((continuousOn_id.mul hc).aestronglyMeasurable measurableSet_Ioi)
      (ae_restrict_of_forall_mem measurableSet_Ioi fun x hx => ?_)
    have hx0 : 0 ≤ x := le_of_lt hx
    have hm : 0 ≤ attractive V x := le_max_right _ _
    rw [Real.norm_eq_abs, abs_of_nonneg (mul_nonneg hx0 hm)]
    exact mul_le_mul_of_nonneg_left (hle x) hx0
  have hAB : ∫ x in Ioi (0 : ℝ), x * attractive V x ≤ ∫ x in Ioi (0 : ℝ), x * |V x| :=
    setIntegral_mono_on hA hI measurableSet_Ioi
      (fun x hx => mul_le_mul_of_nonneg_left (hle x) (le_of_lt hx))
  have hK : 0 ≤ gradSq ψ := integral_nonneg (fun x => sq_nonneg _)
  exact (mul_nonneg (by linarith) hK).trans (energy_lower_bound κ hV hA hψ)
```

In a one-particle s-wave calculation, x is the radius and ψ the reduced radial function. For a basis χᵢ of trial states, linearly independent on the half-line, the matrix Hᵢⱼ = ∫(κχᵢ'χⱼ' + Vχᵢχⱼ) dx satisfies cᵀHc = E[Σcᵢχᵢ]. Under the criterion, no basis size produces a negative variational eigenvalue.

Bargmann's bound limits the number of bound states in every partial wave; this criterion concerns only their absence, and is stated for the s-wave. In higher partial waves the centrifugal term adds a nonnegative energy, so negative energies remain excluded. The continuity hypothesis excludes potentials singular at the origin, such as Yukawa's, and potentials with a jump, such as the finite square well.

If A < κ and ψ(x) ≠ 0 at some x > 0, then 0 < ψ(x)² ≤ xK forces K > 0, so the energy is strictly positive.

```lean
/-- If `V` is continuous on `[0, ∞)` and `x V⁻` is integrable with integral strictly below `κ`,
then a trial state that is nonzero somewhere on the half-line has strictly positive energy. -/
theorem energy_pos {V ψ : ℝ → ℝ} {κ x : ℝ} (hV : ContinuousOn V (Ici 0))
    (hI : IntegrableOn (fun x => x * attractive V x) (Ioi 0))
    (hB : ∫ x in Ioi (0 : ℝ), x * attractive V x < κ) (hψ : IsTrial ψ)
    (hx : 0 < x) (hne : ψ x ≠ 0) : 0 < energy κ V ψ := by
  have hK : 0 < gradSq ψ :=
    pos_of_mul_pos_right ((pow_pos (abs_pos.2 hne) 2).trans_le
      ((sq_abs (ψ x)).le.trans (sq_le_mul_gradSq hψ hx))) hx.le
  exact (mul_pos (by linarith) hK).trans_le (energy_lower_bound κ hV hI hψ)
```

## Strong wells

Suppose V(x₀) < 0 at some x₀ > 0. By continuity V is negative on an interval around x₀ inside the half-line. Let f be a smooth bump supported there, with K_f = ∫₀^∞ f'² dx and P = −∫₀^∞ Vf² dx > 0. For the potential gV,

E[f] = κK_f − gP < 0 whenever g > g₀ = κK_f/P.

In the code, `hP` proves P > 0: the integrand is nonnegative, and positive on an interval.

The word "binds" in the theorem names refers to the sign of trial energies. Passing to bound states of the Hamiltonian takes a further spectral argument, not formalised here. Under the weak-well criterion, trial states approximate every state in the form domain, so no bound state has negative energy. For a potential that tends to zero at infinity, the continuum starts at zero energy, and a trial state of negative energy then implies a bound state of negative energy.

```lean
/-- If `V` is continuous on `[0, ∞)` and negative at some point `x₀ > 0`, then for every
sufficiently large coupling `g` the potential `g V` has a trial state of negative energy. -/
theorem strong_well_binds {V : ℝ → ℝ} (κ : ℝ) {x₀ : ℝ} (hV : ContinuousOn V (Ici 0))
    (hx₀ : 0 < x₀) (hneg : V x₀ < 0) :
    ∃ g₀ : ℝ, ∀ g > g₀, ∃ ψ, IsTrial ψ ∧ energy κ (fun x => g * V x) ψ < 0 := by
  have hn : V ⁻¹' Iio 0 ∩ Ioi 0 ∈ nhds x₀ :=
    Filter.inter_mem ((hV.continuousAt (Ici_mem_nhds hx₀)).preimage_mem_nhds
      (Iio_mem_nhds hneg)) (Ioi_mem_nhds hx₀)
  obtain ⟨ε, hε, hb⟩ := Metric.mem_nhds_iff.1 hn
  -- the trial state is a smooth bump inside the attractive region
  let f : ContDiffBump x₀ := ⟨ε / 2, ε, by linarith, by linarith⟩
  have hsupp : Function.support (f : ℝ → ℝ) = Metric.ball x₀ ε := f.support_eq
  have hout : ∀ x, x ∉ Metric.ball x₀ ε → f x = 0 := by
    intro x hx
    rw [← hsupp] at hx
    exact Function.notMem_support.1 hx
  have hf : IsTrial (f : ℝ → ℝ) :=
    ⟨by exact_mod_cast f.contDiff (n := 1), f.hasCompactSupport,
      hout 0 (fun h => lt_irrefl (0 : ℝ) (hb h).2)⟩
  have hP : 0 < ∫ x in Ioi (0 : ℝ), -(V x * f x ^ 2) := by
    refine (setIntegral_pos_iff_support_of_nonneg_ae (ae_of_all _ fun x => ?_)
      (integrable_potential hV hf).neg).2
      ((Metric.measure_ball_pos volume x₀ hε).trans_le (measure_mono fun x hx => ?_))
    · change 0 ≤ -(V x * f x ^ 2)
      by_cases hx : x ∈ Metric.ball x₀ ε
      · have hv : V x < 0 := (hb hx).1
        nlinarith [mul_nonneg (neg_nonneg.2 hv.le) (sq_nonneg (f x))]
      · simp [hout x hx]
    · have hv : V x < 0 := (hb hx).1
      have hfx : f x ≠ 0 := by
        rw [← hsupp] at hx
        exact hx
      exact ⟨neg_ne_zero.2 (mul_ne_zero hv.ne (pow_ne_zero 2 hfx)), (hb hx).2⟩
  rw [integral_neg] at hP
  refine ⟨κ * gradSq f / -(∫ x in Ioi (0 : ℝ), V x * f x ^ 2), fun g hg => ⟨f, hf, ?_⟩⟩
  have hg' := (div_lt_iff₀ hP).1 hg
  have hgV : ContinuousOn (fun x => g * V x) (Ici 0) := continuousOn_const.mul hV
  rw [energy_eq κ hgV hf]
  simp only [mul_assoc]
  rw [integral_const_mul]
  linarith

end

end HalfLineBargmann
```

```lean
#print axioms HalfLineBargmann.energy_eq
-- 'HalfLineBargmann.energy_eq' depends on axioms: [propext, Classical.choice, Quot.sound]
#print axioms HalfLineBargmann.weak_well_does_not_bind
-- 'HalfLineBargmann.weak_well_does_not_bind' depends on axioms: [propext, Classical.choice, Quot.sound]
#print axioms HalfLineBargmann.energy_pos
-- 'HalfLineBargmann.energy_pos' depends on axioms: [propext, Classical.choice, Quot.sound]
#print axioms HalfLineBargmann.strong_well_binds
-- 'HalfLineBargmann.strong_well_binds' depends on axioms: [propext, Classical.choice, Quot.sound]
```
